# One cavity mode raises the rank of a Cholesky-decomposed two-electron matrix by at most one

Put a molecule in an optical cavity and describe the coupling in the dipole approximation and the length gauge. The Hamiltonian then contains a dipole self-energy, half the square of the coupled molecular dipole. Its two-electron part has the same operator form as the Coulomb repulsion, so it can be absorbed into the two-electron integrals:

(pq|rs) → (pq|rs) + d_pq d_rs

Here p, q, r, s label real orbitals, and d_pq is the dipole integral along the mode's polarisation multiplied by the coupling strength. Correlated methods such as QED coupled cluster often store the Coulomb integrals as a short list of Cholesky vectors. How much longer must the list become when the cavity is switched on?

Write V for the matrix of Coulomb integrals, with orbital pairs as row and column indices, and suppose that V = Σ_k L_k L_kᵀ with M real vectors L_k. Let S be the span of the L_k. The dressed matrix W = V + d dᵀ is positive semidefinite. Its rank is rank V if d lies in S, and rank V + 1 if it does not. For a code that works with Cholesky vectors in a finite orbital basis, the two-electron self-energy of one mode therefore costs at most one further vector.

## The Coulomb matrix is a finite sum of outer products

```lean
import Mathlib

open Matrix Module

namespace CavityCholesky

variable {P ι κ : Type*} [Fintype P] [Fintype ι] [Fintype κ]
```

The finite type `P` is the set of orbital pairs. It may hold all ordered pairs or only the distinct ones, since the theorems use no structure on it. The finite type `ι` labels the Cholesky vectors, so M is its number of elements, and M = 0 is allowed. A vector is a function `P → ℝ`, and a family of vectors is `L : ι → P → ℝ`.

```lean
/-- The two-electron matrix `∑ k, L k (L k)ᵀ` over orbital pairs built from a family of
Cholesky vectors. -/
def eri {P ι : Type*} [Fintype ι] (L : ι → P → ℝ) : Matrix P P ℝ :=
  ∑ k, vecMulVec (L k) (L k)
```

In components, with i and j running over orbital pairs,

V_ij = Σ_k L_k(i) L_k(j).

`eri L` is this matrix by definition. "Cholesky vector" is meant loosely: no triangular shape, pivoting order or independence is required.

Physically, the assumption says that the integrals in use are exactly those that the vectors reproduce. After a truncated decomposition, V is the approximate matrix, and S is the span of the vectors that were kept. The truncation error does not appear.

The theorems below assume this form. For a general symmetric matrix the rank still rises by at most one, but it can also fall: if V = −d dᵀ with d ≠ 0, adding d dᵀ lowers the rank from one to zero.

## The self-energy is one more outer product, with a plus sign

```lean
/-- The two-electron matrix after adding the dipole self-energy `d dᵀ` of one cavity mode
with coupled dipole vector `d`. -/
def dressed {P ι : Type*} [Fintype ι] (L : ι → P → ℝ) (d : P → ℝ) : Matrix P P ℝ :=
  eri L + vecMulVec d d
```

`dressed L d` is W. The vector `d` already contains the coupling strength, and its overall sign has no effect. Only the two-electron part of the self-energy is represented. The one-electron part, the bilinear coupling to the photon and the photon energy belong to other terms of the Hamiltonian.

By hand, the plus sign is used at once: W is the sum of outer products for the longer list L_1, …, L_M, d. Whatever holds for every list holds for this one. In Lean, the rank statements use the sign in the step `hmode`, which writes `dressed L d` as `eri L` plus the `eri` of a family whose only member is `d`. Positivity uses it separately, when two positive semidefinite matrices are added.

With a minus sign both conclusions can fail. If L_1 = d ≠ 0 is the only Cholesky vector, V − d dᵀ is zero and the rank has dropped. If 2L_1 = d instead, V − d dᵀ has a negative eigenvalue.

## The vectors are real

Let B be the matrix whose k-th row is L_k. The component formula for V says that

V = BᵀB.

```lean
omit [Fintype P] in
/-- The two-electron matrix is `Bᵀ B`, where the rows of `B` are the Cholesky vectors. -/
theorem eri_eq_transpose_mul (L : ι → P → ℝ) :
    eri L = (Matrix.of L)ᵀ * Matrix.of L := by
  ext i j
  simp [eri, Matrix.sum_apply, vecMulVec_apply, Matrix.mul_apply]
```

The proof compares entries, as one does by hand. For any real vector x over orbital pairs it follows that

xᵀVx = (Bx)ᵀ(Bx) = Σ_k (L_k · x)² ≥ 0.

```lean
/-- The quadratic form of the two-electron matrix is the sum of the squared overlaps with
the Cholesky vectors. -/
theorem eri_quadratic_form (L : ι → P → ℝ) (x : P → ℝ) :
    x ⬝ᵥ (eri L *ᵥ x) = ∑ k, (L k ⬝ᵥ x) ^ 2 := by
  rw [eri_eq_transpose_mul, ← Matrix.mulVec_mulVec, Matrix.dotProduct_mulVec,
    Matrix.vecMul_transpose]
  exact Finset.sum_congr rfl fun k _ => (sq (L k ⬝ᵥ x)).symm
```

In Lean, `⬝ᵥ` is the dot product and `*ᵥ` applies a matrix to a vector. The rewriting moves one factor of B onto each copy of x, and the last line turns each product into a square. The vector x can be read as the coefficients of a charge distribution in orbital products, and for exact integrals the quadratic form is then twice its Coulomb self-energy.

Reality of the vectors makes the squares non-negative, and this also fixes the rank. If Vx = 0, then Σ_k (L_k · x)² = 0, so every term vanishes and Bx = 0. Conversely, Bx = 0 gives Vx = BᵀBx = 0. So V and B have the same kernel. They also have the same number of columns, hence the same rank, and the rank of B is the dimension of its row space:

rank V = rank B = dim S.

```lean
/-- The rank of the two-electron matrix is the dimension of the span of its Cholesky
vectors. -/
theorem rank_eri (L : ι → P → ℝ) :
    (eri L).rank = finrank ℝ (Submodule.span ℝ (Set.range L)) := by
  rw [eri_eq_transpose_mul, Matrix.rank_transpose_mul_self]
  exact Matrix.rank_eq_finrank_span_row (Matrix.of L)
```

`finrank` is the dimension, and `Submodule.span ℝ (Set.range L)` is S. The kernel argument is contained in Mathlib's `Matrix.rank_transpose_mul_self`, and the last line identifies the rank of B with the dimension of the span of its rows.

With complex vectors and a plain transpose, this step breaks. Take a single orbital pair with L_1 = 1 and d = i, where i is now the imaginary unit. Then d lies in the complex span of L_1, but V = 1 and W = 1 − 1 = 0, so the rank falls. The example is purely algebraic, since the dipole integral of an orbital with itself is real. For complex orbitals the positive semidefinite form is written with a conjugate transpose, which the file does not treat.

## Each mode contributes its own square

Suppose that N modes have coupled dipole vectors D_1, …, D_N with span T. Their self-energies add Σ_m D_m D_mᵀ to V. Appending the D_m to the L_k gives one list, whose span is S + T, and the rank formula applies to it:

rank(V + Σ_m D_m D_mᵀ) = dim(S + T).

```lean
/-- With several cavity modes, the rank of the dressed matrix is the dimension of the sum of
the span of the Cholesky vectors and the span of the coupled dipole vectors. -/
theorem rank_multimode (L : ι → P → ℝ) (D : κ → P → ℝ) :
    (eri L + eri D).rank = finrank ℝ
      (Submodule.span ℝ (Set.range L) ⊔ Submodule.span ℝ (Set.range D) :
        Submodule ℝ (P → ℝ)) := by
  -- the dipole vectors are simply appended to the list of Cholesky vectors
  have hsum : eri L + eri D = eri (Sum.elim L D) := by
    simp [eri, Fintype.sum_sum_type]
  have hrange : Set.range (Sum.elim L D) = Set.range L ∪ Set.range D := by
    ext v
    simp
  rw [hsum, rank_eri, hrange, Submodule.span_union]
```

The type `κ` labels the modes here, and `⊔` is the sum of subspaces. `Sum.elim L D` is the joined list. The step `hsum` says that its matrix is the sum of the two matrices, and `hrange` says that its members are those of both families. The rest is `rank_eri` and the fact that the span of a union is the sum of the spans.

Since dim(S + T) ≤ dim S + dim T, and N vectors span at most N dimensions, the rank rises by at most N.

```lean
/-- The dipole self-energies of several cavity modes raise the rank by at most the number
of modes. -/
theorem rank_multimode_le (L : ι → P → ℝ) (D : κ → P → ℝ) :
    (eri L + eri D).rank ≤ (eri L).rank + Fintype.card κ := by
  rw [rank_multimode, rank_eri]
  have h1 := Submodule.finrank_add_le_finrank_add_finrank
    (Submodule.span ℝ (Set.range L)) (Submodule.span ℝ (Set.range D))
  have h2 : finrank ℝ (Submodule.span ℝ (Set.range D)) ≤ Fintype.card κ :=
    finrank_range_le_card D
  omega
```

The facts `h1` and `h2` are these two inequalities, and `omega` combines them. The bound can be generous. In the dipole approximation every D_m is a combination of the three Cartesian dipole vectors, so T has dimension at most three however many modes there are.

## The dipole vector lies inside or outside the span

For one mode, T is the set ℝd of all multiples of d, and rank W = dim(S + ℝd). What remains is to compare ℝd with S.

If d is in S, then so is every multiple of d. Hence S + ℝd = S and rank W = dim S = rank V.

If d is not in S, let v = c d be a vector common to S and ℝd. Were c nonzero, d = c⁻¹v would lie in S, a contradiction. So c = 0 and v = 0, which means that S ∩ ℝd = {0}. Moreover d ≠ 0, because S contains zero, and so dim ℝd = 1. The dimension formula gives

dim(S + ℝd) = dim S + dim ℝd − dim(S ∩ ℝd) = dim S + 1.

```lean
/-- The dressed two-electron matrix of one cavity mode is positive semidefinite. Its rank is
that of the bare matrix if the coupled dipole vector lies in the span of the Cholesky vectors,
and one more otherwise. -/
theorem dressed_posSemidef_and_rank (L : ι → P → ℝ) (d : P → ℝ) :
    (dressed L d).PosSemidef ∧
    (d ∈ Submodule.span ℝ (Set.range L) → (dressed L d).rank = (eri L).rank) ∧
    (d ∉ Submodule.span ℝ (Set.range L) → (dressed L d).rank = (eri L).rank + 1) := by
  have hmode : dressed L d = eri L + eri (fun _ : Unit => d) := by
    simp [dressed, eri]
  have hrank := rank_multimode L (fun _ : Unit => d)
  rw [← hmode, Set.range_const] at hrank
  refine ⟨?_, fun hd => ?_, fun hd => ?_⟩
  · -- both contributions have the form Bᵀ B
    have hpos : ∀ {τ : Type _} [Fintype τ] (K : τ → P → ℝ), (eri K).PosSemidef := by
      intro τ _ K
      have h := Matrix.posSemidef_conjTranspose_mul_self (Matrix.of K)
      rwa [Matrix.conjTranspose_eq_transpose_of_trivial, ← eri_eq_transpose_mul] at h
    have hd : (vecMulVec d d).PosSemidef := by
      have h := Matrix.posSemidef_conjTranspose_mul_self (Matrix.of (fun _ : Unit => d))
      rw [Matrix.conjTranspose_eq_transpose_of_trivial, ← eri_eq_transpose_mul] at h
      simpa [eri] using h
    exact (hpos L).add hd
  · -- a dipole vector inside the span adds no new direction
    have hle : Submodule.span ℝ {d} ≤ Submodule.span ℝ (Set.range L) := by
      rw [Submodule.span_le]
      intro v hv
      rw [Set.mem_singleton_iff.mp hv]
      exact hd
    rw [hrank, rank_eri, sup_eq_left.mpr hle]
  · -- a dipole vector outside the span meets it only in zero
    have hinf : Submodule.span ℝ (Set.range L) ⊓ Submodule.span ℝ {d} = ⊥ := by
      rw [Submodule.eq_bot_iff]
      rintro v ⟨hv, hvd⟩
      obtain ⟨c, rfl⟩ := Submodule.mem_span_singleton.mp hvd
      by_cases hc : c = 0
      · simp [hc]
      · exact absurd ((Submodule.smul_mem_iff _ hc).mp hv) hd
    have hd0 : d ≠ 0 := by
      rintro rfl
      exact hd (Submodule.zero_mem _)
    have hdim := Submodule.finrank_sup_add_finrank_inf_eq
      (Submodule.span ℝ (Set.range L)) (Submodule.span ℝ {d})
    rw [hinf, finrank_bot, finrank_span_singleton hd0] at hdim
    rw [hrank, rank_eri]
    omega
```

The theorem has three parts: positivity, the rank for d inside the span, and the rank for d outside it. For real matrices, `PosSemidef` means symmetric with a non-negative quadratic form. The proof of positivity takes this from Mathlib's result for BᴴB, where the conjugate transpose is the ordinary one, and applies it to V and to d dᵀ separately before adding the two.

In the second part, `hle` is the inclusion of ℝd in S. In the third, `hinf` is the trivial intersection, with the same division by c, `hd0` is d ≠ 0, and `hdim` is the dimension formula.

The two conditions on d have a physical reading. Being outside S means that some x satisfies L_k · x = 0 for all k but d · x ≠ 0: a combination of orbital products that the stored Coulomb vectors do not see, yet which has a dipole along the mode. For exact Coulomb integrals over ordinary localised orbitals this should not occur, since a charge distribution with zero Coulomb self-energy vanishes and has no dipole. The extra vector is then a matter of truncated decompositions, where a discarded direction may still carry a dipole. This last argument concerns the Coulomb kernel, about which the Lean file says nothing.

Without knowing which case applies, one still has rank V ≤ rank W ≤ rank V + 1. Since the two cases give different ranks, the rank itself reveals which one holds.

```lean
/-- The cavity mode leaves the rank of the two-electron matrix unchanged exactly when its
coupled dipole vector lies in the span of the Cholesky vectors. -/
theorem rank_dressed_eq_iff (L : ι → P → ℝ) (d : P → ℝ) :
    (dressed L d).rank = (eri L).rank ↔ d ∈ Submodule.span ℝ (Set.range L) := by
  obtain ⟨-, hin, hout⟩ := dressed_posSemidef_and_rank L d
  refine ⟨fun h => ?_, hin⟩
  by_contra hd
  have := hout hd
  omega
```

One direction is the second part of the previous theorem. For the other, if d were outside S, the rank would have risen by one, contradicting equality.

## The Cholesky vectors are linearly independent

The rank counts directions, while a program stores vectors. The two numbers agree when the list has no redundancy, that is, when the L_k are linearly independent. This is the only place where independence is assumed.

Let the L_k be independent and d outside S. Then rank V = M, so rank W = M + 1. Suppose that W is also the sum of outer products of some other real vectors K_1, …, K_R. By the rank formula,

M + 1 = rank W = dim span{K_1, …, K_R} ≤ R.

No rearrangement of the vectors can therefore absorb the cavity contribution without lengthening the list.

```lean
/-- If the Cholesky vectors are linearly independent and the coupled dipole vector lies outside
their span, every family of Cholesky vectors for the dressed matrix has at least one more
member. -/
theorem extra_vector_needed (L : ι → P → ℝ) (d : P → ℝ) (K : κ → P → ℝ)
    (hL : LinearIndependent ℝ L) (hd : d ∉ Submodule.span ℝ (Set.range L))
    (hK : eri K = dressed L d) :
    Fintype.card ι + 1 ≤ Fintype.card κ := by
  have h1 := (dressed_posSemidef_and_rank L d).2.2 hd
  rw [← hK, rank_eri, rank_eri, finrank_span_eq_card hL] at h1
  have h2 : finrank ℝ (Submodule.span ℝ (Set.range K)) ≤ Fintype.card κ :=
    finrank_range_le_card K
  omega

end CavityCholesky
```

In this theorem `κ` labels the competing vectors `K`, not cavity modes, and R is its number of elements. The hypothesis `hK` says that they reproduce the dressed matrix exactly. In the proof, `h1` becomes the equality between the dimension of the span of `K` and M + 1, with `hL` supplying dim S = M through `finrank_span_eq_card`. The bound by R is `h2`.

If the L_k are dependent, the conclusion can fail. Take two orbital pairs with unit vectors e_1 and e_2, and let L_1 = L_2 = e_1 and d = e_2. The dressed matrix is 2 e_1 e_1ᵀ + e_2 e_2ᵀ, which the two vectors √2 e_1 and e_2 reproduce. The list has not grown, because the original one held a redundant vector. The hypothesis on d is needed too: if d = L_1, replacing L_1 by √2 L_1 gives the dressed matrix with the same number of vectors.

```lean
#print axioms CavityCholesky.rank_multimode_le
#print axioms CavityCholesky.dressed_posSemidef_and_rank
#print axioms CavityCholesky.rank_dressed_eq_iff
#print axioms CavityCholesky.extra_vector_needed
```

```
'CavityCholesky.rank_multimode_le' depends on axioms: [propext, Classical.choice, Quot.sound]
'CavityCholesky.dressed_posSemidef_and_rank' depends on axioms: [propext, Classical.choice, Quot.sound]
'CavityCholesky.rank_dressed_eq_iff' depends on axioms: [propext, Classical.choice, Quot.sound]
'CavityCholesky.extra_vector_needed' depends on axioms: [propext, Classical.choice, Quot.sound]
```
